# The two-phase Bruggeman equation with lossy phases has exactly one lossy root

Let two materials with complex permittivities $e_1$ and $e_2$ fill volume fractions $f$ and $1-f$, with $0<f<1$, and let both absorb: $\operatorname{Im}e_1>0$ and $\operatorname{Im}e_2>0$. For any real shape parameter $k>0$, the equation

$$f\,\frac{e_1-m}{e_1+km}+(1-f)\,\frac{e_2-m}{e_2+km}=0$$

has exactly one solution $m$ with $\operatorname{Im}m>0$, and that solution has the form $m=a e_1+b e_2$ with real $a,b>0$. Spherical grains in three dimensions have $k=2$. When permittivities from an electronic-structure calculation are mixed by this rule, the sign of $\operatorname{Im}m$ alone fixes the root at each frequency where both phases absorb, within this scalar, quasi-static, two-phase model with a single depolarisation factor shared by all grains.

## The average polarisability and its quadratic

A small sphere of permittivity $e$ in a host of permittivity $m$, placed in a uniform field, acquires a dipole moment proportional to $(e-m)/(e+2m)$. In $d$ dimensions the 2 becomes $k=d-1$. More generally $k$ stands for a depolarisation factor $1/(k+1)$ along the field, which lies strictly between 0 and 1 when $k>0$. The equation uses one such factor for all grains, so randomly oriented non-spherical grains, which call for an average over several factors, are not covered. The Bruggeman rule treats each grain as embedded in the effective medium $m$ itself and demands that the volume-averaged polarisability vanish. This condition is postulated here and is not derived from the field equations. The sign convention is that of a time dependence $\exp(-i\omega t)$ at angular frequency $\omega$, for which absorption means a positive imaginary part. All permittivities are complex numbers at one fixed frequency, and `conj` is complex conjugation.

```lean
import Mathlib

open Complex ComplexConjugate

namespace LossyBruggeman

noncomputable section
```

The function `bruggeman k f e1 e2 m` is the left-hand side of the equation, with `k` and `f` real and `e1`, `e2`, `m` complex. The same $k$ serves both phases.

```lean
/-- Volume-averaged polarisability of two phases `e1`, `e2` with fractions `f`, `1 - f` in a
medium `m`, with shape parameter `k` (`k = 2` for spheres in three dimensions). -/
def bruggeman (k f : ℝ) (e1 e2 m : ℂ) : ℂ :=
  f * (e1 - m) / (e1 + k * m) + (1 - f) * (e2 - m) / (e2 + k * m)
```

Write $D_1=e_1+km$ and $D_2=e_2+km$ for the denominators. Multiplying the average polarisability by $D_1D_2$ gives the polynomial

$$P(m)=f\,(e_1-m)(e_2+km)+(1-f)\,(e_2-m)(e_1+km),$$

which is `cleared`.

```lean
/-- The quadratic in `m` obtained from the Bruggeman expression by clearing denominators. -/
def cleared (k f : ℝ) (e1 e2 m : ℂ) : ℂ :=
  f * (e1 - m) * (e2 + k * m) + (1 - f) * (e2 - m) * (e1 + k * m)
```

## No resonant denominators in the upper half-plane

For $\operatorname{Im}m>0$ and $j=1,2$ one has $\operatorname{Im}D_j=\operatorname{Im}e_j+k\operatorname{Im}m>0$, so neither denominator vanishes. The average polarisability then equals $P(m)/(D_1D_2)$, and it is zero exactly when $P(m)=0$. Lean assigns the value 0 to a division by zero, and this step shows that the convention never acts on a solution with $\operatorname{Im}m>0$. In the proof `hd` is the statement about denominators, `key` is the common-denominator identity, and the last two lines discard the alternative $D_1D_2=0$. The fraction $f$ is unrestricted at this stage.

```lean
variable {k f : ℝ} {e1 e2 m : ℂ}

/-- For `k > 0`, lossy phases and a lossy medium, the Bruggeman equation holds iff the cleared
quadratic vanishes. -/
theorem bruggeman_iff_cleared (hk : 0 < k) (h1 : 0 < e1.im) (h2 : 0 < e2.im) (hm : 0 < m.im) :
    bruggeman k f e1 e2 m = 0 ↔ cleared k f e1 e2 m = 0 := by
  have hd : ∀ e : ℂ, 0 < e.im → e + k * m ≠ 0 := by
    intro e he h
    have h3 : (e + k * m).im = e.im + k * m.im := by simp
    rw [h, zero_im] at h3
    have := mul_pos hk hm
    linarith
  have key : bruggeman k f e1 e2 m = cleared k f e1 e2 m / ((e1 + k * m) * (e2 + k * m)) := by
    unfold bruggeman cleared
    rw [div_add_div _ _ (hd e1 h1) (hd e2 h2)]
    congr 1
    ring
  rw [key, div_eq_zero_iff]
  exact or_iff_left (mul_ne_zero (hd e1 h1) (hd e2 h2))
```

## Two roots and their product

Expanding in a complex variable $x$, each term contributes $e_1e_2-kx^2$ with weights that add to one, so

$$P(x)=e_1e_2+Bx-kx^2,\qquad B=f\,(ke_1-e_2)+(1-f)\,(ke_2-e_1).$$

Choose any complex $s$ with $s^2=B^2+4k\,e_1e_2$ and set $m=(B+s)/2k$, $n=(B-s)/2k$. Then $m+n=B/k$ and $mn=(B^2-s^2)/4k^2=-e_1e_2/k$, which gives $P(x)=-k\,(x-m)(x-n)$ for all $x$. The square root comes from `IsAlgClosed.exists_pow_nat_eq`, which fixes no branch, so nothing is yet known about which root is which. The variable `i` in the proof is $1/k$ and not the imaginary unit. The expansion is `hp`, and the final `linear_combination` uses $s^2$ and $k\cdot(1/k)=1$ to match coefficients.

```lean
/-- For `k ≠ 0` the cleared quadratic factorises as `-k (x - m) (x - n)`. -/
theorem cleared_factor (hk : k ≠ 0) (f : ℝ) (e1 e2 : ℂ) :
    ∃ m n : ℂ, ∀ x, cleared k f e1 e2 x = -k * (x - m) * (x - n) := by
  obtain ⟨B, hB⟩ : ∃ B : ℂ, B = f * (k * e1 - e2) + (1 - f) * (k * e2 - e1) := ⟨_, rfl⟩
  obtain ⟨s, hs⟩ := IsAlgClosed.exists_pow_nat_eq (B ^ 2 + 4 * k * (e1 * e2)) two_pos
  obtain ⟨i, hi⟩ : ∃ i : ℂ, k * i = 1 := ⟨_, mul_inv_cancel₀ (ofReal_ne_zero.2 hk)⟩
  refine ⟨(B + s) * i / 2, (B - s) * i / 2, fun x => ?_⟩
  have hp : cleared k f e1 e2 x = e1 * e2 + B * x - k * x ^ 2 := by
    rw [hB]; unfold cleared; ring
  rw [hp]
  linear_combination (-(k * i ^ 2 / 4)) * hs - (e1 * e2 * (1 + k * i) + B * x) * hi
```

## Each root is collinear with a positive mixture of the phases

Let $m$ be any root of $P$, in either half-plane. Since $P(0)=e_1e_2\neq0$, the root is nonzero.

Suppose first that $D_1=0$. Then $e_1-m=-(k+1)m$ and $P(m)=-f(k+1)\,m\,D_2$, which forces $D_2=0$. By the symmetric argument $D_2=0$ forces $D_1=0$. Adding the two conditions gives $e_1+e_2=-2k\,m$. This case occurs when $e_1=e_2=e$, where $P(x)=(e-x)(e+kx)$ has the root $-e/k$.

Otherwise both denominators are nonzero. Multiplying $P(m)=0$ by $\overline{D_1}\,\overline{D_2}$ gives

$$\alpha\,(e_1-m)\overline{D_1}+\beta\,(e_2-m)\overline{D_2}=0,\qquad \alpha=f|D_2|^2>0,\quad \beta=(1-f)|D_1|^2>0 .$$

For any complex $e$,

$$(e-m)\overline{(e+km)}=|e|^2-k|m|^2+k\,e\bar m-m\bar e ,$$

and since $m\bar e$ is the conjugate of $e\bar m$, the imaginary part is $(k+1)\operatorname{Im}(e\bar m)$. The imaginary part of the multiplied equation is therefore $(k+1)\operatorname{Im}(p\,\bar m)=0$ with $p=\alpha e_1+\beta e_2$. Hence $r=p/m=p\,\bar m/|m|^2$ is real. In both cases

$$\alpha e_1+\beta e_2=r\,m,\qquad \alpha,\beta>0,\quad r\in\mathbb R ,$$

the first case having $\alpha=\beta=1$ and $r=-2k$.

In the proof `i12` and `i21` tie the two vanishing denominators together, and `by_cases d1` separates the cases. The squared modulus is `normSq`. The multiplied equation is `H`, the identity for the imaginary part is `him`, `H3` is $\operatorname{Im}(p\,\bar m)=0$, and `H4` and `H5` turn this into the reality of $p/m$. The sign of $r$ is left open.

```lean
/-- For `k > 0`, `0 < f < 1` and lossy phases, for every root `m` of the cleared quadratic some
combination of `e1` and `e2` with positive weights is a real multiple of `m`. -/
theorem root_collinear (hk : 0 < k) (hf0 : 0 < f) (hf1 : f < 1) (h1 : 0 < e1.im)
    (h2 : 0 < e2.im) (h : cleared k f e1 e2 m = 0) :
    ∃ α β r : ℝ, 0 < α ∧ 0 < β ∧ α * e1 + β * e2 = r * m := by
  unfold cleared at h
  have he1 : e1 ≠ 0 := by rintro rfl; simp at h1
  have he2 : e2 ≠ 0 := by rintro rfl; simp at h2
  have hm : m ≠ 0 := by
    rintro rfl
    exact mul_ne_zero he1 he2 (by linear_combination h)
  have hg : 0 < 1 - f := by linarith
  have hk0 : k + 1 ≠ 0 := by positivity
  have hk1 : (k : ℂ) + 1 ≠ 0 := by exact_mod_cast hk0
  have hfc : (f : ℂ) ≠ 0 := by exact_mod_cast hf0.ne'
  have hgc : 1 - (f : ℂ) ≠ 0 := by exact_mod_cast hg.ne'
  -- the two denominators can only vanish together
  have i12 : e1 + k * m = 0 → e2 + k * m = 0 := by
    intro d
    have : f * (k + 1) * m * (e2 + k * m) = 0 := by
      linear_combination -h + (f * (e2 + k * m) + (1 - f) * (e2 - m)) * d
    exact (mul_eq_zero.1 this).resolve_left (mul_ne_zero (mul_ne_zero hfc hk1) hm)
  have i21 : e2 + k * m = 0 → e1 + k * m = 0 := by
    intro d
    have : (1 - f) * (k + 1) * m * (e1 + k * m) = 0 := by
      linear_combination -h + (f * (e1 - m) + (1 - f) * (e1 + k * m)) * d
    exact (mul_eq_zero.1 this).resolve_left (mul_ne_zero (mul_ne_zero hgc hk1) hm)
  by_cases d1 : e1 + k * m = 0
  · refine ⟨1, 1, -2 * k, one_pos, one_pos, ?_⟩
    push_cast
    linear_combination d1 + i12 d1
  have d2 : e2 + k * m ≠ 0 := fun d => d1 (i21 d)
  have hα : 0 < f * normSq (e2 + k * m) := mul_pos hf0 (normSq_pos.2 d2)
  have hβ : 0 < (1 - f) * normSq (e1 + k * m) := mul_pos hg (normSq_pos.2 d1)
  -- multiply by the conjugate denominators
  have H : ((f * normSq (e2 + k * m) : ℝ) : ℂ) * ((e1 - m) * conj (e1 + k * m))
      + (((1 - f) * normSq (e1 + k * m) : ℝ) : ℂ) * ((e2 - m) * conj (e2 + k * m)) = 0 := by
    have n1 := Complex.mul_conj (e1 + k * m)
    have n2 := Complex.mul_conj (e2 + k * m)
    push_cast
    linear_combination conj (e1 + k * m) * conj (e2 + k * m) * h
      - f * (e1 - m) * conj (e1 + k * m) * n2 - (1 - f) * (e2 - m) * conj (e2 + k * m) * n1
  generalize f * normSq (e2 + k * m) = α at H hα
  generalize (1 - f) * normSq (e1 + k * m) = β at H hβ
  have him : ∀ e : ℂ, ((e - m) * conj (e + k * m)).im = (k + 1) * (e * conj m).im := by
    intro e; simp; ring
  have H1 := congrArg Complex.im H
  rw [add_im, im_ofReal_mul, im_ofReal_mul, him, him, zero_im] at H1
  have H2 : (k + 1) * (α * (e1 * conj m).im + β * (e2 * conj m).im) = 0 := by
    linear_combination H1
  have H3 : ((α * e1 + β * e2) * conj m).im = 0 := by
    simp only [add_mul, mul_assoc, add_im, im_ofReal_mul]
    exact (mul_eq_zero.1 H2).resolve_left hk0
  refine ⟨α, β, ((α * e1 + β * e2) / m).re, hα, hβ, ?_⟩
  generalize (α : ℂ) * e1 + β * e2 = p at H3 ⊢
  have H4 : (p / m).im = 0 := by
    rw [div_im, ← sub_div, div_eq_zero_iff]
    rw [mul_im, conj_re, conj_im] at H3
    left; linarith
  have H5 : ((p / m).re : ℂ) = p / m :=
    Complex.ext (ofReal_re _) (by rw [ofReal_im, H4])
  rw [H5, div_mul_cancel₀ _ hm]
```

## Products of positive mixtures

Take real $\alpha,\beta,\gamma,\delta,l>0$ and suppose that

$$(\alpha e_1+\beta e_2)(\gamma e_1+\delta e_2)=-l\,e_1e_2 .$$

Dividing by $e_1^2$ and writing $u=e_2/e_1=u'+iu''$, with $u'$ and $u''$ real, gives $(\alpha+\beta u)(\gamma+\delta u)=-l\,u$. Multiply by $\gamma+\delta\bar u$. The left side becomes $(\alpha+\beta u)\,|\gamma+\delta u|^2$, with imaginary part $\beta u''|\gamma+\delta u|^2$. The right side becomes $-l\,(\gamma u+\delta|u|^2)$, with imaginary part $-l\gamma u''$. Thus

$$u''\left(\beta\,|\gamma+\delta u|^2+l\gamma\right)=0 .$$

The bracket is positive, so $u''=0$. Then $\operatorname{Im}e_2=u'\operatorname{Im}e_1$, and because both phases absorb, $u'>0$. The real part of the equation now reads $(\alpha+\beta u')(\gamma+\delta u')=-l\,u'$, a positive number equal to a negative one. The assumed relation is impossible.

The proof splits the divided equation `h'` into `hre` and `him`. The combination `(γ + δ * u.re) * him - δ * u.im * hre` is the imaginary part of the product with $\gamma+\delta\bar u$, and yields `hy0`. The step `hx` uses the common sign of $\operatorname{Im}e_1$ and $\operatorname{Im}e_2$, and `p1` against `p2` is the contradiction.

```lean
/-- For lossy phases, a product of two positive combinations of `e1` and `e2` is never a
negative multiple of `e1 * e2`. -/
theorem cone_product_ne (h1 : 0 < e1.im) (h2 : 0 < e2.im) {α β γ δ l : ℝ} (hα : 0 < α)
    (hβ : 0 < β) (hγ : 0 < γ) (hδ : 0 < δ) (hl : 0 < l) :
    (α * e1 + β * e2) * (γ * e1 + δ * e2) ≠ -l * (e1 * e2) := by
  intro h
  have he1 : e1 ≠ 0 := by rintro rfl; simp at h1
  obtain ⟨u, rfl⟩ : ∃ u, e2 = u * e1 := ⟨e2 / e1, (div_mul_cancel₀ _ he1).symm⟩
  have h' : (α + β * u) * (γ + δ * u) = -l * u :=
    mul_right_cancel₀ (pow_ne_zero 2 he1) (by linear_combination h)
  have hre : (α + β * u.re) * (γ + δ * u.re) - β * δ * u.im ^ 2 = -l * u.re := by
    have := congrArg Complex.re h'
    simp at this; linarith
  have him : (α + β * u.re) * δ * u.im + β * u.im * (γ + δ * u.re) = -l * u.im := by
    have := congrArg Complex.im h'
    simp at this; linarith
  -- the ratio of the two permittivities is forced to be real, hence positive
  have hy0 : u.im * (β * ((γ + δ * u.re) ^ 2 + (δ * u.im) ^ 2) + l * γ) = 0 := by
    linear_combination (γ + δ * u.re) * him - δ * u.im * hre
  have hy : u.im = 0 := (mul_eq_zero.1 hy0).resolve_right (by positivity)
  rw [mul_im, hy] at h2
  have hx : 0 < u.re := by
    by_contra hc
    nlinarith [mul_nonneg (neg_nonneg.2 (not_lt.1 hc)) h1.le]
  rw [hy] at hre
  have p1 : 0 < (α + β * u.re) * (γ + δ * u.re) := by positivity
  have p2 := mul_pos hl hx
  linarith
```

## One root above the real axis and one below

Apply the collinearity to both roots $m$ and $n$ of $P$:

$$\alpha e_1+\beta e_2=r\,m,\qquad \gamma e_1+\delta e_2=s\,n ,$$

with positive $\alpha,\beta,\gamma,\delta$ and real $r,s$. In this section $s$ is this real factor and not the earlier square root. Taking imaginary parts gives $r\operatorname{Im}m>0$ and $s\operatorname{Im}n>0$, since the left sides have positive imaginary part. The factorisation at $x=0$ gives $k\,mn=-e_1e_2$. Multiplying the two relations and $k$,

$$(k\alpha\,e_1+k\beta\,e_2)(\gamma e_1+\delta e_2)=rs\,k\,mn=-rs\,e_1e_2 .$$

If $rs>0$ this is the excluded relation with $l=rs$, so $rs\le0$. On the other hand $rs\,\operatorname{Im}m\operatorname{Im}n=(r\operatorname{Im}m)(s\operatorname{Im}n)>0$. Were $\operatorname{Im}m\operatorname{Im}n\ge0$, the left side would be at most zero, so $\operatorname{Im}m\operatorname{Im}n<0$. Exchanging the names if necessary, $\operatorname{Im}m>0$ and $\operatorname{Im}n<0$.

The steps appear as `hmn`, `hr`, `hs`, `hrs` and `hneg`, and the closing `rcases` performs the exchange. The theorem concerns the polynomial `cleared`, whose lower root need not be an admissible solution of the rational equation, as the root $-e/k$ above shows by making both denominators vanish.

```lean
/-- For `k > 0`, `0 < f < 1` and lossy phases, the cleared quadratic has one root in the upper and
one in the lower half-plane. -/
theorem roots_opposite (hk : 0 < k) (hf0 : 0 < f) (hf1 : f < 1) (h1 : 0 < e1.im)
    (h2 : 0 < e2.im) : ∃ m n : ℂ, 0 < m.im ∧ n.im < 0 ∧
      ∀ x, cleared k f e1 e2 x = -k * (x - m) * (x - n) := by
  obtain ⟨m, n, hfac⟩ := cleared_factor hk.ne' f e1 e2
  obtain ⟨α, β, r, hα, hβ, hp⟩ :=
    root_collinear (m := m) hk hf0 hf1 h1 h2 (by rw [hfac]; ring)
  obtain ⟨γ, δ, s, hγ, hδ, hq⟩ :=
    root_collinear (m := n) hk hf0 hf1 h1 h2 (by rw [hfac]; ring)
  have hmn : k * m * n = -(e1 * e2) := by
    have := hfac 0
    unfold cleared at this
    linear_combination this
  have hr : 0 < r * m.im := by
    rw [← im_ofReal_mul, ← hp, add_im, im_ofReal_mul, im_ofReal_mul]; positivity
  have hs : 0 < s * n.im := by
    rw [← im_ofReal_mul, ← hq, add_im, im_ofReal_mul, im_ofReal_mul]; positivity
  -- the product of the roots rules out equal signs of r and s
  have hrs : r * s ≤ 0 := by
    by_contra hc
    apply cone_product_ne h1 h2 (mul_pos hk hα) (mul_pos hk hβ) hγ hδ (not_le.1 hc)
    push_cast
    linear_combination k * (γ * e1 + δ * e2) * hp + k * r * m * hq + r * s * hmn
  have hneg : m.im * n.im < 0 := by
    by_contra hc
    nlinarith [mul_nonneg (neg_nonneg.2 hrs) (not_lt.1 hc), mul_pos hr hs]
  rcases mul_neg_iff.1 hneg with ⟨a, b⟩ | ⟨a, b⟩
  · exact ⟨m, n, a, b, hfac⟩
  · exact ⟨n, m, b, a, fun x => by rw [hfac]; ring⟩
```

## Existence and uniqueness of the lossy solution

The upper root $m$ satisfies $P(m)=0$ and $\operatorname{Im}m>0$, so it solves the Bruggeman equation. Conversely, a solution $x$ with $\operatorname{Im}x>0$ satisfies $-k\,(x-m)(x-n)=0$. Since $k\neq0$, either $x=m$ or $x=n$, and $x=n$ contradicts $\operatorname{Im}n<0$.

The statement `∃! m : ℂ, 0 < m.im ∧ bruggeman k f e1 e2 m = 0` says that one and only one complex number is both in the open upper half-plane and a zero of the average polarisability. The hypotheses `hk`, `hf0`, `hf1`, `h1`, `h2` are $k>0$, $f>0$, $f<1$ and the two loss conditions, all strict. Lossless phases, the pure limits $f=0$ and $f=1$, and $k=0$ (the value for $d=1$) are excluded. The real parts are free, so metallic phases with $\operatorname{Re}e_j<0$ are included. The theorem does not say which sign in $(B\pm s)/2k$ belongs to the lossy root for a given branch of the square root, and it says nothing about continuity or analyticity of $m$ as a function of frequency. Tensor permittivities, different shapes for the two phases and three or more phases are not covered.

```lean
/-- Root selection with losses: for `k > 0`, `0 < f < 1` and lossy phases, the Bruggeman
equation has exactly one solution with positive imaginary part. -/
theorem existsUnique_lossy_root (hk : 0 < k) (hf0 : 0 < f) (hf1 : f < 1) (h1 : 0 < e1.im)
    (h2 : 0 < e2.im) : ∃! m : ℂ, 0 < m.im ∧ bruggeman k f e1 e2 m = 0 := by
  obtain ⟨m, n, hm, hn, hfac⟩ := roots_opposite hk hf0 hf1 h1 h2
  refine ⟨m, ⟨hm, (bruggeman_iff_cleared hk h1 h2 hm).2 (by rw [hfac]; ring)⟩, ?_⟩
  rintro x ⟨hx, hb⟩
  have h0 := (bruggeman_iff_cleared hk h1 h2 hx).1 hb
  rw [hfac] at h0
  rcases mul_eq_zero.1 h0 with h | h
  · exact sub_eq_zero.1 ((mul_eq_zero.1 h).resolve_left
      (neg_ne_zero.2 (ofReal_ne_zero.2 hk.ne')))
  · rw [sub_eq_zero.1 h] at hx
    linarith
```

## The lossy solution lies in the cone of the two permittivities

For the solution with $\operatorname{Im}m>0$, the relation $\alpha e_1+\beta e_2=r\,m$ gives $r\operatorname{Im}m>0$ and hence $r>0$. Dividing by $r$,

$$m=a e_1+b e_2,\qquad a=\alpha/r>0,\quad b=\beta/r>0 .$$

Geometrically, $m$ lies in the sector of the upper half-plane spanned by $e_1$ and $e_2$, which collapses to a ray when the two are parallel. The weights are not required to add to one, so this constrains the direction of $m$ in the complex plane and places no bound on $|m|$. In the proof `hr0` is the sign of $r$, and the witnesses `α * r⁻¹` and `β * r⁻¹` are $a$ and $b$.

```lean
/-- For `k > 0` and `0 < f < 1`, a solution of the Bruggeman equation with positive imaginary part
is a combination of the lossy permittivities `e1` and `e2` with positive real weights. -/
theorem lossy_root_mem_cone (hk : 0 < k) (hf0 : 0 < f) (hf1 : f < 1) (h1 : 0 < e1.im)
    (h2 : 0 < e2.im) (hm : 0 < m.im) (h : bruggeman k f e1 e2 m = 0) :
    ∃ a b : ℝ, 0 < a ∧ 0 < b ∧ m = a * e1 + b * e2 := by
  obtain ⟨α, β, r, hα, hβ, hp⟩ :=
    root_collinear hk hf0 hf1 h1 h2 ((bruggeman_iff_cleared hk h1 h2 hm).1 h)
  have hr : 0 < r * m.im := by
    rw [← im_ofReal_mul, ← hp, add_im, im_ofReal_mul, im_ofReal_mul]; positivity
  have hr0 : 0 < r := by
    by_contra hc
    nlinarith [mul_nonneg (neg_nonneg.2 (not_lt.1 hc)) hm.le]
  have hi : (r : ℂ) * (r : ℂ)⁻¹ = 1 := mul_inv_cancel₀ (ofReal_ne_zero.2 hr0.ne')
  refine ⟨α * r⁻¹, β * r⁻¹, by positivity, by positivity, ?_⟩
  push_cast
  linear_combination (-(r : ℂ)⁻¹) * hp - m * hi
```

## Spheres in three dimensions

Setting $k=2$ and unfolding the definition gives the equation with denominators $e_1+2m$ and $e_2+2m$, written out in the statement so that it can be read without reference to `bruggeman`.

```lean
/-- The case `k = 2`: for `0 < f < 1` and lossy phases the Bruggeman equation for spheres has
exactly one solution with positive imaginary part. -/
theorem existsUnique_lossy_root_spheres (hf0 : 0 < f) (hf1 : f < 1) (h1 : 0 < e1.im)
    (h2 : 0 < e2.im) : ∃! m : ℂ, 0 < m.im ∧
      f * (e1 - m) / (e1 + 2 * m) + (1 - f) * (e2 - m) / (e2 + 2 * m) = 0 := by
  have := existsUnique_lossy_root (k := 2) two_pos hf0 hf1 h1 h2
  simpa only [bruggeman, Complex.ofReal_ofNat] using this

end

end LossyBruggeman
```

```lean
#print axioms LossyBruggeman.existsUnique_lossy_root
#print axioms LossyBruggeman.lossy_root_mem_cone
#print axioms LossyBruggeman.existsUnique_lossy_root_spheres
```

```
'LossyBruggeman.existsUnique_lossy_root' depends on axioms: [propext, Classical.choice, Quot.sound]
'LossyBruggeman.lossy_root_mem_cone' depends on axioms: [propext, Classical.choice, Quot.sound]
'LossyBruggeman.existsUnique_lossy_root_spheres' depends on axioms: [propext, Classical.choice, Quot.sound]
```
